# Spin coherent states of N spins 1/2 span exactly the permutation-invariant states

A state of \(N\) spins 1/2 is taken here as a complex function on the \(2^N\) up-down configurations, rather than as a vector in an abstract tensor product. The physical question, which states can be built by superposing states with all spins pointing the same way, then becomes a question about the span of a family of functions. Permutation-invariant means here that the amplitudes themselves are unchanged when the sites are permuted. The two-spin singlet, which changes sign when its two spins are exchanged, is therefore not included, although a change of sign leaves the physical state the same.

In Lean 4 with Mathlib:

```lean
import Mathlib

open Matrix

namespace SpinCoherentStates

noncomputable section

/-- A state of `N` spins 1/2: a complex amplitude for each configuration, `true` meaning up. -/
abbrev State (N : ℕ) := (Fin N → Bool) → ℂ

/-- The product function in which every spin has the same one-spin amplitudes `u`
(not normalised). -/
def coherent (N : ℕ) (u : Bool → ℂ) : State N := fun s => ∏ j, u (s j)

/-- The one-spin amplitudes with stereographic label `z`: `z` for up and `1` for down. -/
def ray (z : ℂ) : Bool → ℂ := fun b => if b = true then z else 1

/-- The space of states unchanged by every permutation of the sites. -/
def symmetricSpace (N : ℕ) : Submodule ℂ (State N) where
  carrier := {ψ | ∀ (σ : Equiv.Perm (Fin N)) (s : Fin N → Bool), ψ (s ∘ σ) = ψ s}
  add_mem' := by
    intro a b ha hb σ s
    simp only [Pi.add_apply, ha σ s, hb σ s]
  zero_mem' := by
    intro σ s
    rfl
  smul_mem' := by
    intro c a ha σ s
    simp only [Pi.smul_apply, ha σ s]

/-- The number of spins pointing in direction `b` in the configuration `s`. -/
def number {N : ℕ} (b : Bool) (s : Fin N → Bool) : ℕ :=
  (Finset.univ.filter (fun j => s j = b)).card

/-- The up spins and the down spins together are all `N` spins. -/
theorem number_add {N : ℕ} (s : Fin N → Bool) : number true s + number false s = N := by
  unfold number
  rw [Finset.card_filter, Finset.card_filter, ← Finset.sum_add_distrib]
  have h : ∀ j, (if s j = true then 1 else 0) + (if s j = false then 1 else 0) = 1 := by
    intro j
    cases s j <;> simp
  rw [Finset.sum_congr rfl (fun j _ => h j)]
  simp

/-- The amplitude of a coherent state depends only on the numbers of up and down spins. -/
theorem coherent_eq {N : ℕ} (u : Bool → ℂ) (s : Fin N → Bool) :
    coherent N u s = u true ^ number true s * u false ^ number false s := by
  unfold coherent number
  rw [← Finset.prod_const, ← Finset.prod_const, Finset.prod_filter, Finset.prod_filter,
    ← Finset.prod_mul_distrib]
  refine Finset.prod_congr rfl fun j _ => ?_
  cases s j <;> simp

/-- A state is permutation-invariant exactly when its amplitudes are a function of the number
of up spins. -/
theorem mem_symmetric_iff {N : ℕ} (ψ : State N) :
    ψ ∈ symmetricSpace N ↔ ∃ f : ℕ → ℂ, ∀ s, ψ s = f (number true s) := by
  classical
  constructor
  · intro hψ
    have hinv : ∀ (σ : Equiv.Perm (Fin N)) (s : Fin N → Bool), ψ (s ∘ σ) = ψ s := hψ
    -- configurations with equally many up spins are related by a permutation
    have key : ∀ s t : Fin N → Bool, number true t = number true s → ψ t = ψ s := by
      intro s t h
      have hcard : ∀ b, number b t = number b s := by
        intro b
        have h1 := number_add s
        have h2 := number_add t
        cases b
        · omega
        · exact h
      let e : ∀ b, {j // t j = b} ≃ {j // s j = b} := fun b =>
        Fintype.equivOfCardEq (by
          rw [Fintype.card_subtype, Fintype.card_subtype]
          exact hcard b)
      have hst : s ∘ (Equiv.ofFiberEquiv e) = t :=
        funext fun j => Equiv.ofFiberEquiv_map e j
      rw [← hinv (Equiv.ofFiberEquiv e) s, hst]
    refine ⟨fun m => if h : ∃ t : Fin N → Bool, number true t = m then ψ h.choose else 0, ?_⟩
    intro s
    have hex : ∃ t : Fin N → Bool, number true t = number true s := ⟨s, rfl⟩
    dsimp only
    rw [dif_pos hex]
    exact (key s _ hex.choose_spec).symm
  · rintro ⟨f, hf⟩ σ s
    have h : number true (s ∘ σ) = number true s := by
      unfold number
      rw [Finset.card_filter, Finset.card_filter]
      exact Equiv.sum_comp σ (fun j => if s j = true then 1 else 0)
    rw [hf, hf, h]

/-- Any `N + 1` coherent states with distinct stereographic labels span the
permutation-invariant states of `N` spins. -/
theorem span_finite_coherent {N : ℕ} (z : Fin (N + 1) → ℂ) (hz : Function.Injective z) :
    Submodule.span ℂ (Set.range fun k => coherent N (ray (z k))) = symmetricSpace N := by
  apply le_antisymm
  · rw [Submodule.span_le]
    rintro _ ⟨k, rfl⟩ σ s
    exact Equiv.prod_comp σ (fun j => ray (z k) (s j))
  · intro ψ hψ
    obtain ⟨f, hf⟩ := (mem_symmetric_iff ψ).mp hψ
    have hdet : IsUnit (Matrix.vandermonde z).det :=
      isUnit_iff_ne_zero.mpr (Matrix.det_vandermonde_ne_zero_iff.mpr hz)
    -- the expansion coefficients solve a Vandermonde system
    obtain ⟨c, hc⟩ : ∃ c : Fin (N + 1) → ℂ,
        c ᵥ* Matrix.vandermonde z = fun m => f m.val :=
      ⟨(fun m => f m.val) ᵥ* (Matrix.vandermonde z)⁻¹, by
        rw [Matrix.vecMul_vecMul, Matrix.nonsing_inv_mul _ hdet, Matrix.vecMul_one]⟩
    have hsum : ψ = ∑ k, c k • coherent N (ray (z k)) := by
      ext s
      have hlt : number true s < N + 1 := by
        have := number_add s
        omega
      have hray : ∀ w, coherent N (ray w) s = w ^ number true s := by
        intro w
        simp [coherent_eq, ray]
      have h := congrFun hc ⟨number true s, hlt⟩
      simp only [Matrix.vecMul, dotProduct, Matrix.vandermonde_apply] at h
      rw [hf s]
      simp only [Finset.sum_apply, Pi.smul_apply, smul_eq_mul, hray]
      exact h.symm
    rw [hsum]
    exact Submodule.sum_mem _ fun k _ =>
      Submodule.smul_mem _ _ (Submodule.subset_span ⟨k, rfl⟩)

/-- The spin coherent states of `N` spins 1/2 span exactly the space of permutation-invariant
states. -/
theorem span_coherent (N : ℕ) :
    Submodule.span ℂ (Set.range (coherent N)) = symmetricSpace N := by
  apply le_antisymm
  · rw [Submodule.span_le]
    rintro _ ⟨u, rfl⟩ σ s
    exact Equiv.prod_comp σ (fun j => u (s j))
  · have hz : Function.Injective (fun k : Fin (N + 1) => (k.val : ℂ)) := by
      intro a b h
      exact Fin.ext (Nat.cast_injective h)
    rw [← span_finite_coherent _ hz]
    apply Submodule.span_mono
    rintro _ ⟨k, rfl⟩
    exact ⟨_, rfl⟩

/-- The collective operator: the one-spin matrix `A` acting on each site, summed over sites. -/
def collective {N : ℕ} (A : Bool → Bool → ℂ) (ψ : State N) : State N :=
  fun s => ∑ j, ∑ b, A (s j) b * ψ (Function.update s j b)

/-- The x component of one spin 1/2, in units of ħ. -/
def spinX : Bool → Bool → ℂ := fun a b => if a = b then 0 else 1 / 2

/-- The y component of one spin 1/2, in units of ħ. -/
def spinY : Bool → Bool → ℂ := fun a b =>
  if a = b then 0 else if a = true then -Complex.I / 2 else Complex.I / 2

/-- The z component of one spin 1/2, in units of ħ. -/
def spinZ : Bool → Bool → ℂ := fun a b =>
  if a = b then (if a = true then 1 / 2 else -1 / 2) else 0

/-- The square of the total spin, the sum of the squares of its three components. -/
def totalSpinSq {N : ℕ} (ψ : State N) : State N :=
  collective spinX (collective spinX ψ) + collective spinY (collective spinY ψ)
    + collective spinZ (collective spinZ ψ)

/-- The three-term rule by which `A`, summed over `N` sites, acts on a function `f` of the
number `m` of up spins. -/
def ladder (N : ℕ) (A : Bool → Bool → ℂ) (f : ℤ → ℂ) (m : ℤ) : ℂ :=
  m * (A true true * f m + A true false * f (m - 1))
    + (N - m) * (A false true * f (m + 1) + A false false * f m)

/-- Setting spin `j` to `b` changes the number of up spins by the new value minus the old. -/
theorem number_update {N : ℕ} (s : Fin N → Bool) (j : Fin N) (b : Bool) :
    (number true (Function.update s j b) : ℤ)
      = number true s + (if b = true then 1 else 0) - (if s j = true then 1 else 0) := by
  have key : ∀ t : Fin N → Bool, (number true t : ℤ) = (if t j = true then 1 else 0)
      + ∑ i ∈ Finset.univ.erase j, (if t i = true then 1 else 0) := by
    intro t
    have h := Finset.add_sum_erase Finset.univ
      (fun i => if t i = true then (1 : ℤ) else 0) (Finset.mem_univ j)
    refine Eq.trans ?_ h.symm
    simp [number]
  have e : ∑ i ∈ Finset.univ.erase j, (if Function.update s j b i = true then (1 : ℤ) else 0)
      = ∑ i ∈ Finset.univ.erase j, (if s i = true then 1 else 0) :=
    Finset.sum_congr rfl fun i hi => by
      rw [Function.update_of_ne (Finset.ne_of_mem_erase hi)]
  rw [key (Function.update s j b), key s, e, Function.update_self]
  ring

/-- On a state whose amplitudes depend only on the number of up spins, a collective operator
acts by the three-term rule. -/
theorem collective_apply {N : ℕ} (A : Bool → Bool → ℂ) {ψ : State N} {f : ℤ → ℂ}
    (h : ∀ s, ψ s = f (number true s)) (s : Fin N → Bool) :
    collective A ψ s = ladder N A f (number true s) := by
  have hN : ((number true s + number false s : ℕ) : ℂ) = N := by rw [number_add s]
  push_cast at hN
  have hd : (number false s : ℂ) = N - number true s := by linear_combination hN
  unfold collective ladder
  rw [Int.cast_natCast, ← hd]
  -- sort the sites into up spins and down spins
  have hterm : ∀ j, ∑ b, A (s j) b * ψ (Function.update s j b)
      = (if s j = true then 1 else 0)
          * (A true true * f (number true s) + A true false * f (number true s - 1))
        + (if s j = false then 1 else 0)
          * (A false true * f (number true s + 1) + A false false * f (number true s)) := by
    intro j
    rw [Fintype.sum_bool, h, h, number_update, number_update]
    cases s j <;> simp
  rw [Finset.sum_congr rfl (fun j _ => hterm j), Finset.sum_add_distrib,
    ← Finset.sum_mul, ← Finset.sum_mul, Finset.sum_boole, Finset.sum_boole]
  rfl

/-- Every permutation-invariant state of `N` spins 1/2 satisfies `S² ψ = S (S + 1) ψ` with
`S = N / 2`. -/
theorem totalSpinSq_symmetric {N : ℕ} {ψ : State N} (hψ : ψ ∈ symmetricSpace N) :
    totalSpinSq ψ = ((N : ℂ) / 2 * ((N : ℂ) / 2 + 1)) • ψ := by
  obtain ⟨F, hF⟩ : ∃ F : ℤ → ℂ, ∀ s, ψ s = F (number true s) := by
    obtain ⟨f, hf⟩ := (mem_symmetric_iff ψ).mp hψ
    exact ⟨fun m => f m.toNat, fun s => by simp [hf s]⟩
  ext s
  simp only [totalSpinSq, Pi.add_apply, Pi.smul_apply, smul_eq_mul]
  -- apply the three-term rule twice for each spin component
  rw [collective_apply spinX (collective_apply spinX hF) s,
    collective_apply spinY (collective_apply spinY hF) s,
    collective_apply spinZ (collective_apply spinZ hF) s, hF s]
  generalize (number true s : ℤ) = m
  simp only [ladder, spinX, spinY, spinZ, sub_add_cancel, add_sub_cancel_right,
    reduceCtorEq, ↓reduceIte]
  push_cast
  linear_combination (1 / 4 * ((m : ℂ) * (m - 1) * F (m - 1 - 1)
    - m * (N - m + 1) * F m - (N - m) * (m + 1) * F m
    + (N - m) * (N - m - 1) * F (m + 1 + 1))) * Complex.I_sq

end

end SpinCoherentStates
```

```lean
#print axioms SpinCoherentStates.span_coherent
-- 'SpinCoherentStates.span_coherent' depends on axioms: [propext, Classical.choice, Quot.sound]
#print axioms SpinCoherentStates.totalSpinSq_symmetric
-- 'SpinCoherentStates.totalSpinSq_symmetric' depends on axioms: [propext, Classical.choice, Quot.sound]
```

## Aligned spins as product functions

A configuration is a map `s : Fin N → Bool`, with `true` for up, and a `State N` gives it the amplitude \(\psi(s)\). If every spin has the same one-spin amplitudes \(u=(u_\uparrow,u_\downarrow)\), the joint amplitude is

\[
\psi_u(s)=\prod_{j} u(s_j),
\]

which is `coherent N u`. Its squared norm is \((|u_\uparrow|^2+|u_\downarrow|^2)^N\), so the physical state is \(\psi_u\) divided by the square root of this, for \(u\neq0\). The definition also admits \(u=0\), which does not change the span.

`ray z` is the choice \(u=(z,1)\), with squared norm \((1+|z|^2)^N\) for the product. The label \(z\) is the ratio up/down; many textbooks use the inverse ratio. For \(N\ge1\) the state with all spins up has no finite \(z\), but it still lies in the span.

`symmetricSpace N` contains the states unchanged by every permutation of the sites. The theorems about it say:

- `span_coherent`: the linear span of all \(\psi_u\) equals this space.
- `span_finite_coherent`: any \(N+1\) states \(\psi_{(z_k,1)}\) with distinct \(z_k\) already span it. Distinctness is the hypothesis `Function.Injective z`.
- `totalSpinSq_symmetric`: every permutation-invariant state satisfies \(S^2\psi=\tfrac N2(\tfrac N2+1)\psi\), in units of \(\hbar^2\).

The last statement runs from permutation symmetry to maximal spin. The converse, that every state with this eigenvalue is permutation-invariant, is a standard fact about adding angular momenta and is not proved here.

For a finite cluster whose state is known to be permutation-invariant, \(N+1\) product states therefore suffice to expand it, although they are in general not orthogonal. No Hamiltonian appears, so nothing here says whether the ground states of a given ferromagnet lie in this space. They do for the isotropic Heisenberg model with ferromagnetic couplings that connect all the sites; in a real material, anisotropy or dipolar coupling can take them out of it.

## Only the number of up spins matters

Let \(m\) be the number of up spins in \(s\), written `number true s`. By `number_add` there are \(N-m\) down spins, and collecting equal factors gives `coherent_eq`:

\[
\psi_u(s)=u_\uparrow^{\,m}\,u_\downarrow^{\,N-m}.
\]

`mem_symmetric_iff` says that \(\psi\) is permutation-invariant exactly when \(\psi(s)=f(m)\) for some function \(f\). One direction holds because permuting sites preserves \(m\). For the other, take two configurations with the same \(m\). Match the up sites of one with the up sites of the other, and likewise the down sites. The two matchings together form a permutation, which `Equiv.ofFiberEquiv` assembles, and invariance makes the two amplitudes equal.

## Expansion by a Vandermonde system

Reordering the factors of a product does not change it, so every coherent state is permutation-invariant and the span lies inside `symmetricSpace N`.

Conversely, let \(\psi(s)=f(m)\). For \(u=(z_k,1)\) the coherent amplitude is \(z_k^m\), so the expansion \(\psi=\sum_k c_k\psi_{(z_k,1)}\) requires

\[
\sum_{k=0}^{N} c_k z_k^{\,m}=f(m),\qquad m=0,\dots,N.
\]

The matrix \(z_k^m\) has determinant \(\prod_{k<l}(z_l-z_k)\), which is nonzero for distinct labels. The proof obtains \(c\) by multiplying the row vector \(f\) by the inverse matrix, then checks the expansion configuration by configuration. `span_coherent` follows by choosing \(z_k=k\).

## Two spins with labels 0, 1 and 2

Take \(N=2\) and the unnormalised triplet state \(|{\uparrow\downarrow}\rangle+|{\downarrow\uparrow}\rangle\), so that \(f(0)=0\), \(f(1)=1\), \(f(2)=0\). The system is

\[
c_0+c_1+c_2=0,\qquad c_1+2c_2=1,\qquad c_1+4c_2=0,
\]

with solution \(c_0=-\tfrac32\), \(c_1=2\), \(c_2=-\tfrac12\). The three coherent states have norms 1, 2 and 5. In terms of normalised states \(\Phi_0,\Phi_1,\Phi_2\), the normalised triplet state is therefore

\[
\frac{1}{\sqrt2}\left(-\tfrac32\,\Phi_0+4\,\Phi_1-\tfrac52\,\Phi_2\right).
\]

## The total spin from a three-term rule

`collective A` applies a one-spin matrix \(A\) to each site and sums over sites. `spinX`, `spinY` and `spinZ` are half the Pauli matrices, and `totalSpinSq` adds the squares of the three collective components.

Acting on \(f(m)\), each of the \(m\) up sites either stays up or refers to a configuration with one fewer up spin; each of the \(N-m\) down sites either stays down or refers to one with one more. `number_update` does this counting, and `collective_apply` gives the result, called `ladder`:

\[
m\,[A_{\uparrow\uparrow}f(m)+A_{\uparrow\downarrow}f(m-1)]
+(N-m)\,[A_{\downarrow\uparrow}f(m+1)+A_{\downarrow\downarrow}f(m)].
\]

Here \(f\) is extended to all integers; values outside \(0,\dots,N\) are multiplied by zero whenever \(m\) is an actual number of up spins.

Applying the rule twice for \(S_x\) gives

\[
\begin{aligned}
(S_x^2f)(m)=\tfrac14\big[&m(m-1)f(m-2)+m(N-m+1)f(m)\\
&+(N-m)(m+1)f(m)+(N-m)(N-m-1)f(m+2)\big].
\end{aligned}
\]

For \(S_y\) the factor \(i^2=-1\) reverses the sign of the \(f(m\pm2)\) terms and leaves the \(f(m)\) terms as they are. In the sum the former cancel:

\[
\big((S_x^2+S_y^2)f\big)(m)=\big[m(N-m)+\tfrac N2\big]f(m).
\]

The \(z\) component multiplies by \(m-\tfrac N2\), so \(S_z^2\) contributes \(m^2-mN+\tfrac{N^2}4\). Adding,

\[
(S^2f)(m)=\Big(\frac{N^2}{4}+\frac N2\Big)f(m)=\frac N2\Big(\frac N2+1\Big)f(m).
\]

In `totalSpinSq_symmetric` the nested uses of `collective_apply` are the two applications of the rule, and the closing `linear_combination` carries out this algebra with \(i^2=-1\) as its only input.
